# Orthogonality and squared lengths of the five unnormalised Tiles vectors of two qutrits

The theorem `tile_gram` concerns five explicit product vectors of two qutrits, the Tiles vectors, written without normalisation. It says that their inner products vanish for different vectors, and that their squared lengths are 2, 2, 2, 2 and 9; divided by their lengths, the five would be orthonormal. The attempt uses `prodVec_inner` to write each inner product as a product of two one-qutrit inner products. It then splits into the 25 pairs of indices and leaves each to `norm_num` as a calculation with explicit entries.

The failing Lean file:

```lean
import Mathlib

open Matrix
open scoped Kronecker ComplexOrder

namespace TilesBoundEntanglement

noncomputable section

/-- The product vector `x ⊗ y` of two qutrits. -/
def prodVec (x y : Fin 3 → ℂ) : Fin 3 × Fin 3 → ℂ := fun p => x p.1 * y p.2

/-- First-qutrit factors of the five Tiles vectors. -/
def left : Fin 5 → Fin 3 → ℂ :=
  ![![1, 0, 0], ![1, -1, 0], ![0, 0, 1], ![0, 1, -1], ![1, 1, 1]]

/-- Second-qutrit factors of the five Tiles vectors. -/
def right : Fin 5 → Fin 3 → ℂ :=
  ![![1, -1, 0], ![0, 0, 1], ![0, 1, -1], ![1, 0, 0], ![1, 1, 1]]

/-- The five Tiles vectors, before normalization. -/
def tile (k : Fin 5) : Fin 3 × Fin 3 → ℂ := prodVec (left k) (right k)

/-- The squared lengths of the five Tiles vectors. -/
def tileNormSq : Fin 5 → ℂ := ![2, 2, 2, 2, 9]

lemma prodVec_inner (x y x' y' : Fin 3 → ℂ) :
    star (prodVec x y) ⬝ᵥ prodVec x' y' = (star x ⬝ᵥ x') * (star y ⬝ᵥ y') := by
  simp only [dotProduct, prodVec, Pi.star_apply, star_mul', Fintype.sum_prod_type,
    Finset.sum_mul_sum]
  exact Finset.sum_congr rfl fun _ _ => Finset.sum_congr rfl fun _ _ => by ring

/-- The Tiles vectors are mutually orthogonal, with squared lengths 2, 2, 2, 2 and 9. -/
theorem tile_gram (j k : Fin 5) :
    star (tile j) ⬝ᵥ tile k = if j = k then tileNormSq k else 0 := by
  rw [tile, tile, prodVec_inner]
  fin_cases j <;> fin_cases k <;>
    norm_num [left, right, tileNormSq, dotProduct, Fin.sum_univ_three]

end

end TilesBoundEntanglement
```

Messages:

```
Main.lean:35:67: error: unsolved goals
case «0».«0»
⊢ (1 + (starRingEnd ℂ) (![1, 0, 0] 2) * ![1, 0, 0] 2) * (2 + (starRingEnd ℂ) (![1, -1, 0] 2) * ![1, -1, 0] 2) = 2

case «0».«1»
⊢ 1 + (starRingEnd ℂ) (![1, 0, 0] 2) * ![1, -1, 0] 2 = 0 ∨ ![1, -1, 0] 2 = 0 ∨ ![0, 0, 1] 2 = 0

case «0».«2»
⊢ (![1, 0, 0] 2 = 0 ∨ ![0, 0, 1] 2 = 0) ∨ -1 + (starRingEnd ℂ) (![1, -1, 0] 2) * ![0, 1, -1] 2 = 0

case «0».«3»
⊢ (![1, 0, 0] 2 = 0 ∨ ![0, 1, -1] 2 = 0) ∨ 1 + (starRingEnd ℂ) (![1, -1, 0] 2) * ![1, 0, 0] 2 = 0

case «0».«4»
⊢ 1 + (starRingEnd ℂ) (![1, 0, 0] 2) * ![1, 1, 1] 2 = 0 ∨ ![1, -1, 0] 2 = 0 ∨ ![1, 1, 1] 2 = 0

case «1».«0»
⊢ 1 + (starRingEnd ℂ) (![1, -1, 0] 2) * ![1, 0, 0] 2 = 0 ∨ ![0, 0, 1] 2 = 0 ∨ ![1, -1, 0] 2 = 0

case «1».«1»
⊢ (2 + (starRingEnd ℂ) (![1, -1, 0] 2) * ![1, -1, 0] 2) * ((starRingEnd ℂ) (![0, 0, 1] 2) * ![0, 0, 1] 2) = 2

case «1».«2»
⊢ (![1, -1, 0] 2 = 0 ∨ ![0, 0, 1] 2 = 0) ∨ ![0, 0, 1] 2 = 0 ∨ ![0, 1, -1] 2 = 0

case «1».«3»
⊢ -1 + (starRingEnd ℂ) (![1, -1, 0] 2) * ![0, 1, -1] 2 = 0 ∨ ![0, 0, 1] 2 = 0 ∨ ![1, 0, 0] 2 = 0

case «1».«4»
⊢ (![1, -1, 0] 2 = 0 ∨ ![1, 1, 1] 2 = 0) ∨ ![0, 0, 1] 2 = 0 ∨ ![1, 1, 1] 2 = 0

case «2».«0»
⊢ (![0, 0, 1] 2 = 0 ∨ ![1, 0, 0] 2 = 0) ∨ -1 + (starRingEnd ℂ) (![0, 1, -1] 2) * ![1, -1, 0] 2 = 0

case «2».«1»
⊢ (![0, 0, 1] 2 = 0 ∨ ![1, -1, 0] 2 = 0) ∨ ![0, 1, -1] 2 = 0 ∨ ![0, 0, 1] 2 = 0

case «2».«2»
⊢ (starRingEnd ℂ) (![0, 0, 1] 2) * ![0, 0, 1] 2 * (1 + (starRingEnd ℂ) (![0, 1, -1] 2) * ![0, 1, -1] 2) = 2

case «2».«3»
⊢ (![0, 0, 1] 2 = 0 ∨ ![0, 1, -1] 2 = 0) ∨ ![0, 1, -1] 2 = 0 ∨ ![1, 0, 0] 2 = 0

case «2».«4»
⊢ (![0, 0, 1] 2 = 0 ∨ ![1, 1, 1] 2 = 0) ∨ 1 + (starRingEnd ℂ) (![0, 1, -1] 2) * ![1, 1, 1] 2 = 0

case «3».«0»
⊢ (![0, 1, -1] 2 = 0 ∨ ![1, 0, 0] 2 = 0) ∨ 1 + (starRingEnd ℂ) (![1, 0, 0] 2) * ![1, -1, 0] 2 = 0

case «3».«1»
⊢ -1 + (starRingEnd ℂ) (![0, 1, -1] 2) * ![1, -1, 0] 2 = 0 ∨ ![1, 0, 0] 2 = 0 ∨ ![0, 0, 1] 2 = 0

case «3».«2»
⊢ (![0, 1, -1] 2 = 0 ∨ ![0, 0, 1] 2 = 0) ∨ ![1, 0, 0] 2 = 0 ∨ ![0, 1, -1] 2 = 0

case «3».«3»
⊢ (1 + (starRingEnd ℂ) (![0, 1, -1] 2) * ![0, 1, -1] 2) * (1 + (starRingEnd ℂ) (![1, 0, 0] 2) * ![1, 0, 0] 2) = 2

case «3».«4»
⊢ 1 + (starRingEnd ℂ) (![0, 1, -1] 2) * ![1, 1, 1] 2 = 0 ∨ 1 + (starRingEnd ℂ) (![1, 0, 0] 2) * ![1, 1, 1] 2 = 0

case «4».«0»
⊢ 1 + (starRingEnd ℂ) (![1, 1, 1] 2) * ![1, 0, 0] 2 = 0 ∨ ![1, 1, 1] 2 = 0 ∨ ![1, -1, 0] 2 = 0

case «4».«1»
⊢ (![1, 1, 1] 2 = 0 ∨ ![1, -1, 0] 2 = 0) ∨ ![1, 1, 1] 2 = 0 ∨ ![0, 0, 1] 2 = 0

case «4».«2»
⊢ (![1, 1, 1] 2 = 0 ∨ ![0, 0, 1] 2 = 0) ∨ 1 + (starRingEnd ℂ) (![1, 1, 1] 2) * ![0, 1, -1] 2 = 0

case «4».«3»
⊢ 1 + (starRingEnd ℂ) (![1, 1, 1] 2) * ![0, 1, -1] 2 = 0 ∨ 1 + (starRingEnd ℂ) (![1, 1, 1] 2) * ![1, 0, 0] 2 = 0

case «4».«4»
⊢ (2 + (starRingEnd ℂ) (![1, 1, 1] 2) * ![1, 1, 1] 2) * (2 + (starRingEnd ℂ) (![1, 1, 1] 2) * ![1, 1, 1] 2) = 9
```

Fix (accepted with no message):

```diff
@@ -36,5 +36,5 @@
   rw [tile, tile, prodVec_inner]
   fin_cases j <;> fin_cases k <;>
-    norm_num [left, right, tileNormSq, dotProduct, Fin.sum_univ_three]
+    simp [left, right, tileNormSq, dotProduct, Fin.sum_univ_three] <;> norm_num
 
 end
```

Cause. The message lists all 25 cases as unsolved, and each still contains entries such as `![1, 0, 0] 2`, the third component of an explicit vector. The components at 0 and 1 have been evaluated, but those at 2 have not, so the arithmetic can't be finished.

The difference lies in how Mathlib evaluates these entries. Positions 0 and 1 have ordinary simp lemmas, which `norm_num` uses. Position 2 is left to a simproc, a small program that `simp` runs while simplifying, and `norm_num` doesn't run the default simprocs. Giving it the definitions of `left` and `right` therefore wasn't enough.

The repair calls `simp` with the same list of lemmas, so the third components become numbers too. The `<;> norm_num` after it does the arithmetic in any goals `simp` leaves open. By then there are no vector entries left to look up.
